# A finite row of positive point charges has exactly one zero of the axial field in each gap

Several positive ions are held fixed on a straight line, and a positive test charge can move along that line. Between two neighbouring ions it is pushed from both sides, and the more distant ions push as well. At how many points does the force along the line vanish, and where should a program look for them?

Let the charges $q_0,\dots,q_n>0$ sit at $x_0<x_1<\dots<x_n$, with $n\ge 0$. In units where the Coulomb constant is one, the axial field at a point $t$ of the line is

$$E(t)=\sum_{i=0}^{n} q_i\,\frac{t-x_i}{|t-x_i|^3}.$$

It has exactly one zero in each gap $(x_k,x_{k+1})$, $k=0,\dots,n-1$. It is negative for $t<x_0$ and positive for $t>x_n$. Away from the charges there are therefore exactly $n$ zeros, whatever the sizes of the charges and the spacings.

## Bracketing the equilibria in a root search

For fixed, collinear, positive charges with the bare Coulomb law, a code can search each gap separately by bisection and stop after one root per gap. The field is positive to the left of the root and negative to its right, so the sign at a trial point tells which half to keep. The field need not be evaluated at the ends of the gap, where it diverges. Positivity matters: between charges $+1$ and $-1$ the field keeps one direction and has no zero.

## Monotone decrease and a change of sign

Put $u=t-x_i$. The field of a unit charge is $u/|u|^3=1/u^2$ for $u>0$ and $-1/u^2$ for $u<0$. Its derivative is $-2/u^3$ in the first case and $2/u^3$ in the second, which is $-2/|u|^3$ in both. Hence, away from all charges,

$$E'(t)=-2\sum_{i=0}^{n}\frac{q_i}{|t-x_i|^3}<0.$$

The field decreases strictly across each gap, so a gap contains at most one zero.

For existence, separate the charge at $x_i$ from the others and write $S(t)$ for the field of the others. Then

$$(t-x_i)^2E(t)=\begin{cases}\;\;\,q_i+(t-x_i)^2S(t), & t>x_i,\\ -q_i+(t-x_i)^2S(t), & t<x_i.\end{cases}$$

Since $S$ is continuous at $x_i$, the product $(t-x_i)^2S(t)$ tends to zero there. Once its absolute value is below $q_i$, the sign of $E$ is that of the nearby charge's own field: positive just to the right of $x_i$, negative just to the left. In the gap $(x_k,x_{k+1})$ there are thus points $a<b$ with $E(a)>0>E(b)$. The field is continuous on $[a,b]$, so it vanishes somewhere between them.

To the left of $x_0$ every term of $E$ is negative, and to the right of $x_n$ every term is positive. A zero away from the charges must therefore lie in a gap. The $n$ gaps are disjoint and each supplies one zero, which gives the count.

For two charges $Q_1$ at $a$ and $Q_2$ at $b$, with $a<t<b$, the balance is $Q_1/(t-a)^2=Q_2/(b-t)^2$. Taking positive square roots gives $\sqrt{Q_1}\,(b-t)=\sqrt{Q_2}\,(t-a)$, so

$$t=\frac{\sqrt{Q_1}\,b+\sqrt{Q_2}\,a}{\sqrt{Q_1}+\sqrt{Q_2}}.$$

## Charges 9, 8, 9 at positions 0, 2, 4

At $t=1$ the three contributions are $9/1$, $-8/1$ and $-9/9$, and they sum to $9-8-1=0$. At $t=3$ they are $9/9$, $8/1$ and $-9/1$, and $1+8-9=0$. Here $n=2$, so these are all the zeros away from the charges.

The same example shows why the count excludes the charges themselves. At $t=2$ the outer charges cancel, and Lean, which sets division by zero to zero, gives the middle charge's own term the value zero, so the formula returns a third, spurious zero.

## The Lean file

```lean
import Mathlib

open Set Filter Topology

namespace AxialChargeEquilibria

noncomputable section

/-- The axial electric field at `t` of point charges `q i` at positions `x i` on a line,
in units where the Coulomb constant is one. -/
def axialField {n : ℕ} (q x : Fin n → ℝ) (t : ℝ) : ℝ :=
  ∑ i, q i * ((t - x i) / |t - x i| ^ 3)

/-- To the right of a unit charge its axial field is the inverse square of the distance. -/
theorem unit_field_right {u : ℝ} (hu : 0 < u) : u / |u| ^ 3 = 1 / (u * u) := by
  have hne : u ≠ 0 := hu.ne'
  rw [abs_of_pos hu]
  field_simp

/-- To the left of a unit charge its axial field is minus the inverse square of the distance. -/
theorem unit_field_left {u : ℝ} (hu : u < 0) : u / |u| ^ 3 = -1 / (u * u) := by
  have hne : u ≠ 0 := hu.ne
  have h3 : (-u) ^ 3 = -(u ^ 3) := by ring
  rw [abs_of_neg hu, h3, div_neg]
  field_simp

/-- Away from a unit charge at `a`, its axial field has slope `-2 / |t - a| ^ 3`. -/
theorem hasDerivAt_unit_field {a t : ℝ} (h : t ≠ a) :
    HasDerivAt (fun s => (s - a) / |s - a| ^ 3) (-2 / |t - a| ^ 3) t := by
  have hne : t - a ≠ 0 := sub_ne_zero.mpr h
  have hu : HasDerivAt (fun s : ℝ => s - a) 1 t := (hasDerivAt_id' t).sub_const a
  have key : ∀ c : ℝ,
      HasDerivAt (fun s => c / ((s - a) * (s - a))) (-2 * c / (t - a) ^ 3) t := by
    intro c
    refine ((hasDerivAt_const t c).fun_div (hu.fun_mul hu) (mul_ne_zero hne hne)).congr_deriv ?_
    field_simp
    ring
  rcases lt_or_gt_of_ne h with hlt | hgt
  · have h1 := (key (-1)).congr_of_eventuallyEq
      (f₁ := fun s => (s - a) / |s - a| ^ 3) (by
        filter_upwards [Iio_mem_nhds hlt] with s hs
        exact unit_field_left (sub_neg.mpr hs))
    refine h1.congr_deriv ?_
    have h3 : (-(t - a)) ^ 3 = -((t - a) ^ 3) := by ring
    rw [abs_of_neg (sub_neg.mpr hlt), h3, div_neg]
    ring
  · have h1 := (key 1).congr_of_eventuallyEq
      (f₁ := fun s => (s - a) / |s - a| ^ 3) (by
        filter_upwards [Ioi_mem_nhds hgt] with s hs
        exact unit_field_right (sub_pos.mpr hs))
    refine h1.congr_deriv ?_
    rw [abs_of_pos (sub_pos.mpr hgt)]
    ring

/-- Away from all charges the slope of the axial field is `-2 ∑ q i / |t - x i| ^ 3`. -/
theorem hasDerivAt_axialField {n : ℕ} (q x : Fin n → ℝ) {t : ℝ} (h : ∀ i, t ≠ x i) :
    HasDerivAt (axialField q x) (-2 * ∑ i, q i / |t - x i| ^ 3) t := by
  have h1 : HasDerivAt (fun s => ∑ i, q i * ((s - x i) / |s - x i| ^ 3))
      (∑ i, q i * (-2 / |t - x i| ^ 3)) t :=
    HasDerivAt.fun_sum (fun i _ => (hasDerivAt_unit_field (h i)).const_mul (q i))
  refine HasDerivAt.congr_deriv h1 ?_
  rw [Finset.mul_sum]
  exact Finset.sum_congr rfl (fun i _ => by ring)

/-- If the charges sit at distinct points, then sufficiently close to a positive charge the total
axial field points away from that charge. -/
theorem field_near_charge {n : ℕ} (q x : Fin n → ℝ) (hx : Function.Injective x)
    (i : Fin n) (hq : 0 < q i) :
    ∀ᶠ t in 𝓝 (x i), (x i < t → 0 < axialField q x t) ∧ (t < x i → axialField q x t < 0) := by
  -- `S` is the field of all the other charges, which is continuous at `x i`
  obtain ⟨S, hS⟩ : ∃ S : ℝ → ℝ, S = fun t =>
    ∑ j ∈ Finset.univ.erase i, q j * ((t - x j) / |t - x j| ^ 3) := ⟨_, rfl⟩
  have hSc : ContinuousAt S (x i) := by
    have h1 : HasDerivAt
        (fun t => ∑ j ∈ Finset.univ.erase i, q j * ((t - x j) / |t - x j| ^ 3))
        (∑ j ∈ Finset.univ.erase i, q j * (-2 / |x i - x j| ^ 3)) (x i) :=
      HasDerivAt.fun_sum (fun j hj => (hasDerivAt_unit_field
        (fun e => Finset.ne_of_mem_erase hj (hx e).symm)).const_mul (q j))
    rw [hS]
    exact h1.continuousAt
  have hp : ContinuousAt (fun t : ℝ => (t - x i) ^ 2) (x i) := by fun_prop
  have hg : ContinuousAt (fun t => |(t - x i) ^ 2 * S t|) (x i) := (hp.mul hSc).abs
  have hsmall : ∀ᶠ t in 𝓝 (x i), |(t - x i) ^ 2 * S t| < q i :=
    hg.eventually_lt continuousAt_const (by simpa using hq)
  filter_upwards [hsmall] with t ht
  have split : axialField q x t = q i * ((t - x i) / |t - x i| ^ 3) + S t := by
    rw [hS]
    exact (Finset.add_sum_erase Finset.univ
      (fun j => q j * ((t - x j) / |t - x j| ^ 3)) (Finset.mem_univ i)).symm
  obtain ⟨hl, hr⟩ := abs_lt.mp ht
  constructor
  · intro h
    have hu : 0 < t - x i := sub_pos.mpr h
    have hne := hu.ne'
    have e : q i * (1 / ((t - x i) * (t - x i))) + S t
        = (q i + (t - x i) ^ 2 * S t) / (t - x i) ^ 2 := by field_simp
    rw [split, unit_field_right hu, e]
    exact div_pos (by linarith) (pow_pos hu 2)
  · intro h
    have hu : t - x i < 0 := sub_neg.mpr h
    have hne := hu.ne
    have e : q i * (-1 / ((t - x i) * (t - x i))) + S t
        = (-q i + (t - x i) ^ 2 * S t) / (t - x i) ^ 2 := by field_simp
    rw [split, unit_field_left hu, e]
    exact div_neg_of_neg_of_pos (by linarith)
      (lt_of_le_of_ne (sq_nonneg _) (Ne.symm (pow_ne_zero 2 hne)))

/-- The axial field of positive charges on a line has exactly one zero in each gap between
neighbours, is negative to the left of all charges and positive to the right of them. -/
theorem axial_equilibria {n : ℕ} (q x : Fin (n + 1) → ℝ) (hq : ∀ i, 0 < q i)
    (hx : StrictMono x) :
    (∀ k : Fin n, ∃! t, t ∈ Ioo (x k.castSucc) (x k.succ) ∧ axialField q x t = 0) ∧
    (∀ t, t < x 0 → axialField q x t < 0) ∧
    (∀ t, x (Fin.last n) < t → 0 < axialField q x t) := by
  refine ⟨fun k => ?_, fun t ht => ?_, fun t ht => ?_⟩
  · have hoff : ∀ t ∈ Ioo (x k.castSucc) (x k.succ), ∀ j, t ≠ x j := by
      intro t ht j
      rcases le_or_gt j k.castSucc with h | h
      · exact ((hx.monotone h).trans_lt ht.1).ne'
      · have h' : k.succ ≤ j := Fin.le_def.mpr (Nat.succ_le_of_lt (Fin.lt_def.mp h))
        exact (ht.2.trans_le (hx.monotone h')).ne
    have hcont : ContinuousOn (axialField q x) (Ioo (x k.castSucc) (x k.succ)) :=
      fun t ht => (hasDerivAt_axialField q x (hoff t ht)).continuousAt.continuousWithinAt
    -- the field decreases strictly across the gap
    have hanti : StrictAntiOn (axialField q x) (Ioo (x k.castSucc) (x k.succ)) := by
      refine strictAntiOn_of_deriv_neg (convex_Ioo _ _) hcont (fun t ht => ?_)
      rw [interior_Ioo] at ht
      rw [(hasDerivAt_axialField q x (hoff t ht)).deriv]
      have : 0 < ∑ i, q i / |t - x i| ^ 3 :=
        Finset.sum_pos (fun i _ => div_pos (hq i)
          (pow_pos (abs_pos.mpr (sub_ne_zero.mpr (hoff t ht i))) 3)) ⟨0, Finset.mem_univ 0⟩
      linarith
    -- it is positive near the left end and negative near the right end
    obtain ⟨m, hm1, hm2⟩ := exists_between (hx (Fin.castSucc_lt_succ (i := k)))
    have hA : ∀ᶠ t in 𝓝[>] (x k.castSucc), t ∈ Ioo (x k.castSucc) m := Ioo_mem_nhdsGT hm1
    have hB : ∀ᶠ t in 𝓝[<] (x k.succ), t ∈ Ioo m (x k.succ) := Ioo_mem_nhdsLT hm2
    obtain ⟨a, ha, ha'⟩ := (((field_near_charge q x hx.injective k.castSucc
      (hq _)).filter_mono nhdsWithin_le_nhds).and hA).exists
    obtain ⟨b, hb, hb'⟩ := (((field_near_charge q x hx.injective k.succ
      (hq _)).filter_mono nhdsWithin_le_nhds).and hB).exists
    have hsub : Icc a b ⊆ Ioo (x k.castSucc) (x k.succ) :=
      fun s hs => ⟨ha'.1.trans_le hs.1, hs.2.trans_lt hb'.2⟩
    obtain ⟨t, ht, h0⟩ := intermediate_value_Icc' (ha'.2.trans hb'.1).le (hcont.mono hsub)
      ⟨(hb.2 hb'.2).le, (ha.1 ha'.1).le⟩
    exact ⟨t, ⟨hsub ht, h0⟩, fun s hs => hanti.injOn hs.1 (hsub ht) (hs.2.trans h0.symm)⟩
  · calc axialField q x t < ∑ _i : Fin (n + 1), (0 : ℝ) := by
          refine Finset.sum_lt_sum_of_nonempty ⟨0, Finset.mem_univ 0⟩ (fun j _ => ?_)
          have h : t - x j < 0 := sub_neg.mpr (ht.trans_le (hx.monotone (Fin.zero_le j)))
          exact mul_neg_of_pos_of_neg (hq j)
            (div_neg_of_neg_of_pos h (pow_pos (abs_pos.mpr h.ne) 3))
      _ = 0 := by simp
  · refine Finset.sum_pos (fun j _ => ?_) ⟨0, Finset.mem_univ 0⟩
    have h : 0 < t - x j := sub_pos.mpr ((hx.monotone (Fin.le_last j)).trans_lt ht)
    exact mul_pos (hq j) (div_pos h (pow_pos (abs_pos.mpr h.ne') 3))

/-- For `n + 1` positive charges at distinct points of a line, exactly `n` points away from the
charges have zero axial field. -/
theorem equilibria_count {n : ℕ} (q x : Fin (n + 1) → ℝ) (hq : ∀ i, 0 < q i)
    (hx : StrictMono x) :
    {t : ℝ | (∀ i, t ≠ x i) ∧ axialField q x t = 0}.ncard = n := by
  obtain ⟨hgap, hleft, hright⟩ := axial_equilibria q x hq hx
  choose s hs huniq using hgap
  have hlt : ∀ i j : Fin n, i < j → s i < s j := by
    intro i j hij
    have h : i.succ ≤ j.castSucc := Fin.le_def.mpr (Nat.succ_le_of_lt (Fin.lt_def.mp hij))
    exact ((hs i).1.2.trans_le (hx.monotone h)).trans (hs j).1.1
  have hinj : Function.Injective s := StrictMono.injective (fun i j h => hlt i j h)
  have hset : {t : ℝ | (∀ i, t ≠ x i) ∧ axialField q x t = 0} = s '' univ := by
    ext t
    constructor
    · rintro ⟨hne, h0⟩
      by_contra hno
      -- a zero outside every gap would lie to the right of all charges
      have hall : ∀ j, x j < t := by
        intro j
        induction j using Fin.induction with
        | zero =>
          exact lt_of_le_of_ne (not_lt.mp fun h => (hleft t h).ne h0) (hne 0).symm
        | succ k ih =>
          refine lt_of_le_of_ne (not_lt.mp fun h => hno ?_) (hne k.succ).symm
          exact ⟨k, mem_univ k, (huniq k t ⟨⟨ih, h⟩, h0⟩).symm⟩
      exact (hright t (hall (Fin.last n))).ne' h0
    · rintro ⟨k, -, rfl⟩
      refine ⟨fun j => ?_, (hs k).2⟩
      rcases le_or_gt j k.castSucc with h | h
      · exact ((hx.monotone h).trans_lt (hs k).1.1).ne'
      · have h' : k.succ ≤ j := Fin.le_def.mpr (Nat.succ_le_of_lt (Fin.lt_def.mp h))
        exact ((hs k).1.2.trans_le (hx.monotone h')).ne
  rw [hset, Set.ncard_image_of_injective _ hinj, Set.ncard_univ, Nat.card_fin]

/-- Between two positive charges `Q₁` at `a` and `Q₂` at `b`, the field vanishes exactly at the
mean of the positions in which `b` has weight `√Q₁` and `a` has weight `√Q₂`. -/
theorem two_charge_null_point {Q₁ Q₂ a b t : ℝ} (h₁ : 0 < Q₁) (h₂ : 0 < Q₂)
    (ht : t ∈ Ioo a b) :
    axialField ![Q₁, Q₂] ![a, b] t = 0 ↔
      t = (Real.sqrt Q₁ * b + Real.sqrt Q₂ * a) / (Real.sqrt Q₁ + Real.sqrt Q₂) := by
  have hE : axialField ![Q₁, Q₂] ![a, b] t
      = Q₁ * ((t - a) / |t - a| ^ 3) + Q₂ * ((t - b) / |t - b| ^ 3) := by
    simp [axialField, Fin.sum_univ_two]
  have hu : 0 < t - a := sub_pos.mpr ht.1
  have hv : t - b < 0 := sub_neg.mpr ht.2
  have hune := hu.ne'
  have hvne := hv.ne
  rw [hE, unit_field_right hu, unit_field_left hv]
  have hp := Real.sqrt_pos.mpr h₁
  have hr := Real.sqrt_pos.mpr h₂
  have hpp := Real.sq_sqrt h₁.le
  have hrr := Real.sq_sqrt h₂.le
  generalize Real.sqrt Q₁ = p at hp hpp ⊢
  generalize Real.sqrt Q₂ = r at hr hrr ⊢
  -- the force balance is a difference of squares
  have factor : Q₁ * (1 / ((t - a) * (t - a))) + Q₂ * (-1 / ((t - b) * (t - b)))
      = ((p * (b - t) - r * (t - a)) * (p * (b - t) + r * (t - a)))
        / ((t - a) ^ 2 * (t - b) ^ 2) := by
    rw [← hpp, ← hrr]
    field_simp
    ring
  rw [factor, eq_div_iff (add_pos hp hr).ne']
  constructor
  · intro h
    rcases div_eq_zero_iff.mp h with h | h
    · rcases mul_eq_zero.mp h with h | h
      · linear_combination -h
      · have h3 := mul_pos hp (sub_pos.mpr ht.2)
        have h4 := mul_pos hr hu
        linarith
    · exact absurd h (mul_ne_zero (pow_ne_zero 2 hune) (pow_ne_zero 2 hvne))
  · intro h
    have h0 : p * (b - t) - r * (t - a) = 0 := by linear_combination -h
    rw [h0, zero_mul, zero_div]

end

end AxialChargeEquilibria
```

```lean
#print axioms AxialChargeEquilibria.axial_equilibria
#print axioms AxialChargeEquilibria.equilibria_count
#print axioms AxialChargeEquilibria.two_charge_null_point
```

```
'AxialChargeEquilibria.axial_equilibria' depends on axioms: [propext, Classical.choice, Quot.sound]
'AxialChargeEquilibria.equilibria_count' depends on axioms: [propext, Classical.choice, Quot.sound]
'AxialChargeEquilibria.two_charge_null_point' depends on axioms: [propext, Classical.choice, Quot.sound]
```

## How the theorems read

`axialField q x t` is $E(t)$, with charges and positions given as real functions on a finite index set. The hypothesis `hq` says that every charge is positive, and `hx : StrictMono x` says that the positions are listed from left to right without coincidences. The index type `Fin (n + 1)` labels the charges and `Fin n` labels the gaps: gap `k` runs from `x k.castSucc`, which is $x_k$, to `x k.succ`, which is $x_{k+1}$.

`axial_equilibria` states the unique zero in each gap and the two outer signs. For a single charge there are no gaps, and only the signs remain. `equilibria_count` states that the set of zeros away from the charges has $n$ elements. Lean's `ncard` also gives an infinite set the value 0, so for $n=0$ it is the outer signs in `axial_equilibria` that show the set to be empty. `two_charge_null_point` says that a point strictly between two positive charges is a zero if and only if it is the weighted mean above.

The statements concern exact real numbers and finitely many fixed charges. They say nothing about rounding error, points off the line, periodic images as in an Ewald sum, or screened and softened interactions.

## How the proof follows the derivation

`unit_field_right` and `unit_field_left` remove the absolute value on each side of a charge. For a unit charge at $a$, `hasDerivAt_unit_field` differentiates $c/(s-a)^2$ with $c=\pm1$ and transfers the result to the original expression, which agrees with it near $t$. `hasDerivAt_axialField` sums these slopes.

In `axial_equilibria`, `hoff` records that a point in a gap coincides with no charge. The negative slope then gives strict decrease through `strictAntiOn_of_deriv_neg`, and `intermediate_value_Icc'` supplies the zero. The outer signs are obtained term by term.

For the count, `choose` names the zero `s k` of each gap. An induction along the row shows that a zero lying in no gap would have to be to the right of every charge, where the field is positive. The zeros are thus exactly the values of `s`, and these are distinct. In the two-charge theorem, `factor` writes the balance as a difference of squares, of which one factor is positive between the charges.

## Finding the bracket with `∀ᶠ`

Existence turns on how the points $a<b$ of the gap with $E(a)>0>E(b)$ are found. `field_near_charge` is stated with `∀ᶠ t in 𝓝 (x i)`, meaning "for all $t$ in some neighbourhood of $x_i$", so no radius has to be computed. `filter_mono nhdsWithin_le_nhds` restricts this to points on one side of the charge. The call to `.and` adds a second condition that holds close enough to the charge: $a$ must lie to the left of an intermediate point $m$ of the gap, and $b$ to its right. Finally `.exists` extracts an actual point, which is possible because the real line has points arbitrarily close to $x_i$ on either side.

The bracket obtained in this way satisfies $a<m<b$, but it comes without numerical values. A code can find such points by repeatedly halving the distance from a trial point to the charge until the field has the required sign. In exact arithmetic `field_near_charge` guarantees that this stops.
